# For a symmetric Eckart barrier with v ≥ 1/2, uniform WKB overestimates the transmission below one crossing wavenumber and underestimates it above

A proton that crosses from a donor to an acceptor can tunnel through the barrier between them. One way to allow for this in a rate calculation is to average the transmission probability over energy. The symmetric Eckart barrier is a one-dimensional model for which that probability has a closed form, so a semiclassical approximation can be compared with it energy by energy.

Here the approximation is uniform WKB, which gives exactly $1/2$ at the barrier top. For a barrier $v^2\,\mathrm{sech}^2x$ with $v\ge 1/2$, in the units given below, the exact value there is larger, while for very slow particles the error has the opposite sign. The two curves cross at one wavenumber, and there is a formula for it.

## Two transmission formulas

```lean
import Mathlib

open Filter Topology Real

namespace EckartTunnelling

noncomputable section
```

All quantities below are real numbers. The Hamiltonian is $-d^2/dx^2+v^2\,\mathrm{sech}^2x$, in units with $\hbar^2/2m=1$ and with the barrier's length scale as the unit of length. A particle of wavenumber $k$ has energy $k^2$, and the barrier height is $v^2$, so $k=v$ is the barrier top.

```lean
/-- The barrier parameter `π √(v² - 1/4)` of the Eckart barrier `v² sech² x`, for `v ≥ 1/2`. -/
def shape (v : ℝ) : ℝ := π * √(v ^ 2 - 1 / 4)
```

A `def` gives a name to an expression. In ordinary notation `shape v` is $b=\pi\sqrt{v^2-1/4}$. For $0\le v<1/2$ Lean sets the square root of the negative number to zero, and the next formula then no longer describes the barrier: the true transmission has a cosine in place of the hyperbolic cosine.

```lean
/-- The closed form of the transmission through the symmetric Eckart barrier `v² sech² x`,
`v ≥ 1/2`, at wavenumber `k > 0` (units with `ħ²/2m = 1`). -/
def eckartT (v k : ℝ) : ℝ :=
  Real.sinh (π * k) ^ 2 / (Real.sinh (π * k) ^ 2 + Real.cosh (shape v) ^ 2)
```

This is the exact transmission
$$T(k)=\frac{\sinh^2(\pi k)}{\sinh^2(\pi k)+\cosh^2 b}.$$
The file takes it as a definition and does not derive it from the Schrödinger equation.

```lean
/-- The uniform-WKB transmission through the barrier `v² sech² x`, `v > 0`, at wavenumber `k > 0`
(units with `ħ²/2m = 1`). -/
def uniformWKB (v k : ℝ) : ℝ := 1 / (1 + Real.exp (2 * π * (v - k)))
```

This is $W(k)=1/(1+e^{2\pi(v-k)})$, also taken as given. Below the barrier top, the exponent is twice the integral of $\sqrt{v^2\mathrm{sech}^2x-k^2}$ between the turning points. The same expression is used above the top.

```lean
/-- The wavenumber at which the exact and the uniform-WKB curves cross, for `v ≥ 1/2`. -/
def crossing (v : ℝ) : ℝ :=
  -Real.log (1 - 2 * Real.cosh (shape v) * Real.exp (-(π * v))) / (2 * π)
```

The crossing wavenumber is
$$k_c=-\frac{1}{2\pi}\ln\!\left(1-2e^{-\pi v}\cosh b\right).$$
The last theorem shows where it comes from and why the logarithm has a positive argument.

## The value at the barrier top

```lean
/-- For `v ≥ 1/2` the barrier parameter is nonnegative, at most `π v`, and its square is
`(π v)² - π²/4`. -/
theorem shape_bounds {v : ℝ} (hv : 1 / 2 ≤ v) :
    0 ≤ shape v ∧ shape v ≤ π * v ∧ shape v ^ 2 = (π * v) ^ 2 - π ^ 2 / 4 := by
  have h0 : 0 ≤ shape v := mul_nonneg pi_pos.le (Real.sqrt_nonneg _)
  have h2 : shape v ^ 2 = (π * v) ^ 2 - π ^ 2 / 4 := by
    unfold shape
    rw [mul_pow, Real.sq_sqrt (by nlinarith)]
    ring
  have ha : 0 ≤ π * v := mul_nonneg pi_pos.le (by linarith)
  refine ⟨h0, ?_, h2⟩
  by_contra h
  push Not at h
  nlinarith [sq_nonneg π, mul_pos (sub_pos.2 h) (sub_pos.2 h), mul_nonneg ha (sub_pos.2 h).le]
```

In a Lean theorem the hypotheses stand before the colon and the claim after it. Here `hv` is the assumption $v\ge 1/2$, and `∧` means "and". Write $a=\pi v$. The claim is $0\le b\le a$ and $b^2=a^2-\pi^2/4$.

The identity comes from squaring the definition, which needs $v^2-1/4\ge 0$. It gives $b^2\le a^2$, and since both numbers are nonnegative, $b\le a$. Lean proves this last step by contradiction: `by_contra` assumes $a<b$, and `nlinarith`, which multiplies and combines inequalities, finds the conflict with the identity.

```lean
/-- For `v ≥ 1/2`, the barrier term `cosh(π √(v² - 1/4))` is smaller than `sinh(π v)`. -/
theorem cosh_shape_lt_sinh {v : ℝ} (hv : 1 / 2 ≤ v) :
    Real.cosh (shape v) < Real.sinh (π * v) := by
  obtain ⟨hb, hab, hsq⟩ := shape_bounds hv
  have ha : 0 ≤ π * v := hb.trans hab
  -- a difference of squares of sinh factorises, and sinh t ≥ t for t ≥ 0
  have hfac : Real.sinh (π * v + shape v) * Real.sinh (π * v - shape v)
      = Real.sinh (π * v) ^ 2 - Real.sinh (shape v) ^ 2 := by
    rw [Real.sinh_add, Real.sinh_sub]
    linear_combination Real.sinh (π * v) ^ 2 * Real.cosh_sq (shape v)
      - Real.sinh (shape v) ^ 2 * Real.cosh_sq (π * v)
  have hle : (π * v + shape v) * (π * v - shape v)
      ≤ Real.sinh (π * v + shape v) * Real.sinh (π * v - shape v) :=
    mul_le_mul (Real.self_le_sinh_iff.2 (by linarith)) (Real.self_le_sinh_iff.2 (by linarith))
      (by linarith) (Real.sinh_nonneg_iff.2 (by linarith))
  have hpi : 1 < π ^ 2 / 4 := by nlinarith [pi_gt_three]
  refine lt_of_pow_lt_pow_left₀ 2 (Real.sinh_nonneg_iff.2 ha) ?_
  nlinarith [Real.cosh_sq (shape v)]
```

The claim is $\cosh b<\sinh a$. The addition formulas and $\cosh^2=1+\sinh^2$ give
$$\begin{aligned}\sinh(a+b)\sinh(a-b)&=\sinh^2a\cosh^2b-\cosh^2a\sinh^2b\\&=\sinh^2a-\sinh^2b.\end{aligned}$$
Since $\sinh t\ge t$ for $t\ge0$,
$$\sinh^2a-\sinh^2b\ge(a+b)(a-b)=\frac{\pi^2}{4}>1.$$
Hence $\sinh^2a>1+\sinh^2b=\cosh^2b$, and taking positive roots gives the claim.

The named steps follow this order. `hfac` is the factorisation, `hle` the lower bound, and `hpi` the inequality $\pi^2/4>1$, obtained from $\pi>3$. The `refine` line reduces the claim to one about squares.

```lean
/-- At the barrier top `k = v`, with `v ≥ 1/2`, uniform WKB gives `1/2`, while the Eckart
transmission is larger than `1/2` and at most `1/(1 + exp(-π/(2v)))`. -/
theorem barrier_top {v : ℝ} (hv : 1 / 2 ≤ v) :
    uniformWKB v v = 1 / 2 ∧ 1 / 2 < eckartT v v ∧
      eckartT v v ≤ 1 / (1 + Real.exp (-(π / (2 * v)))) := by
  obtain ⟨hb, hab, hsq⟩ := shape_bounds hv
  have hlt := cosh_shape_lt_sinh hv
  have hc := Real.cosh_pos (shape v)
  have hs : 0 < Real.sinh (π * v) := hc.trans hlt
  have hv0 : 0 < v := by linarith
  refine ⟨by norm_num [uniformWKB], ?_, ?_⟩
  · unfold eckartT
    rw [div_lt_div_iff₀ (by norm_num) (by positivity)]
    nlinarith
  · have h1 : Real.sinh (π * v) * Real.exp (-(π * v - shape v)) ≤ Real.cosh (shape v) := by
      have e : Real.exp (π * v) * Real.exp (-(π * v - shape v)) = Real.exp (shape v) := by
        rw [← Real.exp_add]
        congr 1
        ring
      have hp := mul_pos (Real.exp_pos (-(π * v))) (Real.exp_pos (-(π * v - shape v)))
      rw [Real.sinh_eq, Real.cosh_eq, div_mul_eq_mul_div, sub_mul, e]
      linarith [Real.exp_pos (-shape v)]
    have h2 := pow_le_pow_left₀ (by positivity) h1 2
    -- the two exponents differ by at most π/(4v)
    have hd : 2 * (π * v - shape v) ≤ π / (2 * v) := by
      rw [le_div_iff₀ (by positivity)]
      refine le_of_mul_le_mul_left ?_ pi_pos
      nlinarith [mul_nonneg hb (sub_nonneg.2 hab)]
    have h3 : Real.exp (-(π / (2 * v))) ≤ Real.exp (-(π * v - shape v)) ^ 2 := by
      rw [sq, ← Real.exp_add]
      exact Real.exp_le_exp.2 (by linarith)
    have h4 := mul_le_mul_of_nonneg_left h3 (sq_nonneg (Real.sinh (π * v)))
    rw [mul_pow] at h2
    unfold eckartT
    rw [div_le_div_iff₀ (by positivity) (by positivity)]
    linarith
```

This theorem makes three statements for $v\ge1/2$:
$$W(v)=\frac12,\qquad T(v)>\frac12,\qquad T(v)\le\frac{1}{1+e^{-\pi/(2v)}}.$$
The first holds because the exponent in $W$ is zero. For the second, $T(v)=\sinh^2a/(\sinh^2a+\cosh^2b)$ exceeds $1/2$ because $\sinh a>\cosh b$.

For the third, start from
$$\sinh a\;e^{-(a-b)}=\tfrac12\left(e^{b}-e^{b-2a}\right)\le\tfrac12e^{b}\le\cosh b,$$
which is `h1`. Squaring gives $\cosh^2b/\sinh^2a\ge e^{-2(a-b)}$. Also
$$2(a-b)=\frac{\pi^2/2}{a+b}\le\frac{\pi^2}{2a}=\frac{\pi}{2v},$$
which is `hd`. Therefore $\cosh^2b/\sinh^2a\ge e^{-\pi/(2v)}$, and the bound follows from $T(v)=1/(1+\cosh^2b/\sinh^2a)$. Lean works with the cross-multiplied inequality, which `div_le_div_iff₀` supplies.

```lean
/-- The Eckart transmission at the barrier top tends to `1/2` as `v` grows. -/
theorem barrier_top_tendsto : Tendsto (fun v => eckartT v v) atTop (𝓝 (1 / 2)) := by
  have h : Tendsto (fun v : ℝ => π / (2 * v)) atTop (𝓝 0) :=
    tendsto_const_nhds.div_atTop (Tendsto.const_mul_atTop two_pos tendsto_id)
  have hc : Continuous (fun x : ℝ => 1 / (1 + Real.exp (-x))) :=
    Continuous.div continuous_const (by fun_prop) (fun x => by positivity)
  have e : (1 : ℝ) / (1 + Real.exp (-0)) = 1 / 2 := by
    rw [neg_zero, Real.exp_zero]
    norm_num
  have h2 : Tendsto (fun v : ℝ => 1 / (1 + Real.exp (-(π / (2 * v))))) atTop
      (𝓝 (1 / (1 + Real.exp (-0)))) := (hc.tendsto 0).comp h
  rw [e] at h2
  refine tendsto_of_tendsto_of_tendsto_of_le_of_le' tendsto_const_nhds h2 ?_ ?_
  · filter_upwards [eventually_ge_atTop (1 / 2 : ℝ)] with v hv using (barrier_top hv).2.1.le
  · filter_upwards [eventually_ge_atTop (1 / 2 : ℝ)] with v hv using (barrier_top hv).2.2
```

`Tendsto f atTop (𝓝 c)` says that $f(v)\to c$ as $v\to\infty$, so the claim is $T(v)\to1/2$ at the barrier top. As $v$ grows, $\pi/(2v)\to0$ and the upper bound tends to $1/(1+e^0)=1/2$. The lower bound is $1/2$ throughout, so $T(v)$ is squeezed. The two `filter_upwards` lines say that the bounds are needed only for $v\ge1/2$, which holds for all large $v$.

## Slow particles

```lean
/-- For every real `v`, as `k` tends to zero from above, the expression `eckartT v k` tends to zero,
whereas `uniformWKB v k` tends to the positive number `1/(1 + exp(2πv))`. -/
theorem threshold (v : ℝ) :
    Tendsto (eckartT v) (𝓝[>] 0) (𝓝 0) ∧
      Tendsto (uniformWKB v) (𝓝[>] 0) (𝓝 (1 / (1 + Real.exp (2 * π * v)))) ∧
      0 < 1 / (1 + Real.exp (2 * π * v)) := by
  have hc := Real.cosh_pos (shape v)
  have hT : Continuous (eckartT v) := by
    unfold eckartT
    exact Continuous.div (by fun_prop) (by fun_prop) (fun k => by positivity)
  have hW : Continuous (uniformWKB v) := by
    unfold uniformWKB
    exact Continuous.div (by fun_prop) (by fun_prop) (fun k => by positivity)
  have hT0 : eckartT v 0 = 0 := by simp [eckartT]
  have hW0 : uniformWKB v 0 = 1 / (1 + Real.exp (2 * π * v)) := by
    rw [uniformWKB, sub_zero]
  refine ⟨?_, ?_, by positivity⟩
  · have h := hT.tendsto 0
    rw [hT0] at h
    exact h.mono_left nhdsWithin_le_nhds
  · rw [← hW0]
    exact (hW.tendsto 0).mono_left nhdsWithin_le_nhds
```

The symbol `𝓝[>] 0` means that $k$ approaches zero from above. The theorem says
$$T(k)\to0,\qquad W(k)\to\frac{1}{1+e^{2\pi v}}>0.$$
Both functions are continuous, because their denominators are positive, so the limits are the values at $k=0$. There $\sinh 0=0$ makes $T$ vanish, while the exponential in $W$ stays finite. Uniform WKB thus lets a fixed fraction through in the limit of zero energy, where the exact transmission goes to zero. The theorem places no condition on $v$, but it describes the Eckart barrier only for $v\ge1/2$.

## The single crossing

```lean
/-- For every real `v` and `k > 0`, whether `uniformWKB v k` lies below or above `eckartT v k` is
decided by comparing `cosh (shape v)` with `sinh(πk) exp(π(v - k))`. -/
theorem compare_iff (v : ℝ) {k : ℝ} (hk : 0 < k) :
    (uniformWKB v k < eckartT v k ↔
      Real.cosh (shape v) < Real.sinh (π * k) * Real.exp (π * (v - k))) ∧
    (eckartT v k < uniformWKB v k ↔
      Real.sinh (π * k) * Real.exp (π * (v - k)) < Real.cosh (shape v)) := by
  have hc := Real.cosh_pos (shape v)
  have hs : 0 < Real.sinh (π * k) := Real.sinh_pos_iff.2 (mul_pos pi_pos hk)
  have hg := mul_pos hs (Real.exp_pos (π * (v - k)))
  have hE : Real.exp (2 * π * (v - k)) = Real.exp (π * (v - k)) ^ 2 := by
    rw [sq, ← Real.exp_add]
    congr 1
    ring
  unfold uniformWKB eckartT
  rw [hE, div_lt_div_iff₀ (by positivity) (by positivity),
    div_lt_div_iff₀ (by positivity) (by positivity),
    ← pow_lt_pow_iff_left₀ hc.le hg.le two_ne_zero,
    ← pow_lt_pow_iff_left₀ hg.le hc.le two_ne_zero, mul_pow]
  constructor <;> constructor <;> intro h <;> linarith
```

For $k>0$ this turns the comparison of two fractions into a simpler one:
$$W(k)<T(k)\iff\cosh b<\sinh(\pi k)\,e^{\pi(v-k)},$$
and likewise with both inequalities reversed. To see it, write
$$W=\frac{1}{1+\left(e^{\pi(v-k)}\right)^2},\qquad T=\frac{1}{1+\cosh^2b/\sinh^2(\pi k)}.$$
The larger fraction has the smaller denominator, so $W<T$ means $\cosh^2b<\sinh^2(\pi k)\,(e^{\pi(v-k)})^2$. Both sides are squares of positive numbers, and roots can be taken. In Lean, `hE` writes the exponential as a square, `div_lt_div_iff₀` clears the fractions, and `pow_lt_pow_iff_left₀` relates the squares to their roots.

A neighbouring result, derived here by hand and absent from the file, comes from the same comparison. Replace $v$ in $W$ by $\sqrt{v^2-1/4}$, so that $e^{\pi(v-k)}$ becomes $e^{b-\pi k}$. For every $k>0$,
$$\sinh(\pi k)\,e^{b-\pi k}<\tfrac12e^b<\cosh b,$$
so the modified formula overestimates $T$ at every positive wavenumber and the crossing disappears.

```lean
/-- For `v ≥ 1/2` the crossing wavenumber lies strictly between zero and the barrier top. For
`k > 0`, uniform WKB underestimates the Eckart transmission exactly above it and overestimates
the transmission exactly below it. -/
theorem wkb_crossing {v : ℝ} (hv : 1 / 2 ≤ v) :
    0 < crossing v ∧ crossing v < v ∧ ∀ k, 0 < k →
      (uniformWKB v k < eckartT v k ↔ crossing v < k) ∧
      (eckartT v k < uniformWKB v k ↔ k < crossing v) := by
  have hc := Real.cosh_pos (shape v)
  have hP := Real.exp_pos (π * v)
  have hQ := Real.exp_pos (-(π * v))
  have hPQ : Real.exp (π * v) * Real.exp (-(π * v)) = 1 := by
    rw [← Real.exp_add, add_neg_cancel, Real.exp_zero]
  have hQQ : Real.exp (-(2 * π * v)) = Real.exp (-(π * v)) * Real.exp (-(π * v)) := by
    rw [← Real.exp_add]
    congr 1
    ring
  have hy : Real.exp (-(2 * π * v)) < 1 - 2 * Real.cosh (shape v) * Real.exp (-(π * v)) := by
    have h := cosh_shape_lt_sinh hv
    rw [Real.sinh_eq] at h
    have h' := mul_lt_mul_of_pos_right h hQ
    rw [hQQ]
    linarith
  -- the defining equation of the crossing
  have hspec : Real.exp (-(2 * π * crossing v))
      = 1 - 2 * Real.cosh (shape v) * Real.exp (-(π * v)) := by
    have e : -(2 * π * crossing v)
        = Real.log (1 - 2 * Real.cosh (shape v) * Real.exp (-(π * v))) := by
      unfold crossing
      rw [mul_div_cancel₀ _ (by positivity : (2 * π) ≠ 0), neg_neg]
    rw [e, Real.exp_log ((Real.exp_pos _).trans hy)]
  have hm : StrictMono (fun k : ℝ => Real.exp (π * v) * (1 - Real.exp (-(2 * π * k))) / 2) := by
    intro x y h
    have h1 : Real.exp (-(2 * π * y)) < Real.exp (-(2 * π * x)) :=
      Real.exp_lt_exp.2 (by nlinarith [pi_pos])
    have h2 := mul_lt_mul_of_pos_left h1 hP
    dsimp only
    linarith
  have hcosh : Real.cosh (shape v)
      = Real.exp (π * v) * (1 - Real.exp (-(2 * π * crossing v))) / 2 := by
    linear_combination Real.exp (π * v) / 2 * hspec - Real.cosh (shape v) * hPQ
  refine ⟨?_, ?_, fun k hk => ?_⟩
  · have h : Real.exp (-(2 * π * crossing v)) < 1 := by
      rw [hspec]
      linarith [mul_pos hc hQ]
    have h' := Real.exp_lt_one_iff.1 h
    exact pos_of_mul_pos_right (by linarith : 0 < 2 * π * crossing v) (by positivity)
  · rw [← hspec] at hy
    have h := Real.exp_lt_exp.1 hy
    exact lt_of_mul_lt_mul_left (by linarith : 2 * π * crossing v < 2 * π * v) (by positivity)
  · have e1 : Real.exp (π * k) * Real.exp (π * (v - k)) = Real.exp (π * v) := by
      rw [← Real.exp_add]
      congr 1
      ring
    have e2 : Real.exp (-(π * k)) * Real.exp (π * (v - k))
        = Real.exp (π * v) * Real.exp (-(2 * π * k)) := by
      rw [← Real.exp_add, ← Real.exp_add]
      congr 1
      ring
    have hg : Real.sinh (π * k) * Real.exp (π * (v - k))
        = Real.exp (π * v) * (1 - Real.exp (-(2 * π * k))) / 2 := by
      rw [Real.sinh_eq]
      linear_combination e1 / 2 - e2 / 2
    rw [(compare_iff v hk).1, (compare_iff v hk).2, hcosh, hg]
    exact ⟨hm.lt_iff_lt, hm.lt_iff_lt⟩

end

end EckartTunnelling
```

For $v\ge1/2$ the theorem states that $0<k_c<v$ and that, for every $k>0$,
$$W(k)<T(k)\iff k_c<k,\qquad T(k)<W(k)\iff k<k_c.$$
At $k=k_c$ neither inequality holds, so the two values agree.

By the previous theorem, $\cosh b$ has to be compared with
$$g(k)=\sinh(\pi k)\,e^{\pi(v-k)}=\tfrac12e^{\pi v}\left(1-e^{-2\pi k}\right),$$
which increases strictly with $k$. Solving $g(k_c)=\cosh b$ gives
$$e^{-2\pi k_c}=1-2e^{-\pi v}\cosh b,$$
which is the definition of $k_c$, provided that the right side is positive. Multiplying $\cosh b<\sinh(\pi v)$ by $2e^{-\pi v}$ gives $2e^{-\pi v}\cosh b<1-e^{-2\pi v}$, so the right side exceeds $e^{-2\pi v}>0$. This also shows $k_c<v$. Since $\cosh b>0$, the right side is less than $1$, so $k_c>0$.

In the code, `hy` is the lower bound on the argument of the logarithm and `hspec` the equation for $k_c$. `hm` says that $g$ is strictly increasing, `hcosh` that $\cosh b=g(k_c)$, and `hg` rewrites the product in the form used for $g$. The final line uses `hm.lt_iff_lt`: for a strictly increasing function, comparing values is the same as comparing arguments.

The condition $k>0$ cannot be relaxed to $k\ne0$. At $k=-v$ the formula for $T$ gives the same value as at $k=v$, which is above $1/2$, while $W(-v)=1/(1+e^{4\pi v})$ is below $1/2$. So $W<T$ there, although $-v<k_c$.

For a rate calculation that averages the transmission over energy on this one-dimensional symmetric barrier with $v\ge1/2$, the theorem fixes the sign of the error at each energy: with uniform WKB in place of the exact transmission, energies below $k_c^2$ contribute too much and energies above it too little.

```lean
#print axioms EckartTunnelling.barrier_top_tendsto
-- 'EckartTunnelling.barrier_top_tendsto' depends on axioms: [propext, Classical.choice, Quot.sound]
#print axioms EckartTunnelling.threshold
-- 'EckartTunnelling.threshold' depends on axioms: [propext, Classical.choice, Quot.sound]
#print axioms EckartTunnelling.wkb_crossing
-- 'EckartTunnelling.wkb_crossing' depends on axioms: [propext, Classical.choice, Quot.sound]
```
